# Recovering a Continuous Boson Spectrum from the Zero-Temperature Optical Scattering Rate

To estimate the coupling-weighted spectrum of the bosons that scatter the electrons in a metal, take the normal-state optical scattering rate at low temperature on a grid of frequencies, multiply each value by its frequency, differentiate twice numerically and divide by $2\pi$. For a continuous spectrum, and a rate given by the zero-temperature weak-coupling formula below, the same steps with the exact second derivative return this spectrum itself.

In units with $\hbar = 1$, let $g(s)$ be the coupling-weighted density of bosons at energy $s$. The rate at frequency $w > 0$ is

$$r(w) = \frac{2\pi}{w}\int_0^w g(s)\,(w-s)\,ds .$$

The formula is taken as the starting point. Its weight has a simple origin: an absorbed photon of energy $w$ that creates a boson of energy $s$ leaves $w-s$ to be shared between an electron and a hole. With a constant electronic density of states, the number of ways to share it is proportional to $w-s$.

Suppose that $g$ is continuous, nonnegative at nonnegative energies and zero above a cutoff $W$. Then three statements hold.

- The rate $r$ is nondecreasing on $w > 0$.
- The second derivative of $w\,r(w)$ is $2\pi g(w)$ for every $w > 0$.
- For positive $w \ge W$, the rate is $r(w) = 2\pi\,(m_0 - m_1/w)$, where $m_0$ and $m_1$ are the zeroth and first moments of $g$ between $0$ and $W$.

## The rate in terms of partial moments

Define the partial moments

$$m_k(w) = \int_0^w s^k g(s)\,ds, \qquad k = 0, 1, 2, \dots$$

The moments in the third statement are $m_0 = m_0(W)$ and $m_1 = m_1(W)$. Since $g$ is continuous, the fundamental theorem of calculus gives $m_k'(w) = w^k g(w)$. Splitting the weight $w-s$ in the rate gives

$$r(w) = \frac{2\pi}{w}\bigl(w\,m_0(w) - m_1(w)\bigr) = 2\pi\left(m_0(w) - \frac{m_1(w)}{w}\right).$$

**Monotonicity.** Differentiate this expression with the quotient rule:

$$r'(w) = 2\pi\left(g(w) - \frac{w\,g(w)\cdot w - m_1(w)}{w^2}\right) = \frac{2\pi\,m_1(w)}{w^2}.$$

The two terms containing $g(w)$ cancel. For $0 \le s \le w$ the integrand $s\,g(s)$ of $m_1(w)$ is nonnegative, so $m_1(w) \ge 0$ and $r'(w) \ge 0$. A function with nonnegative derivative on an interval is nondecreasing there.

**Second derivative.** Multiplication by $w$ removes the denominator:

$$w\,r(w) = 2\pi\bigl(w\,m_0(w) - m_1(w)\bigr).$$

The first derivative is

$$\frac{d}{dw}\bigl(w\,r(w)\bigr) = 2\pi\bigl(m_0(w) + w\,g(w) - w\,g(w)\bigr) = 2\pi\,m_0(w),$$

and differentiating once more gives $2\pi g(w)$. The spectrum itself is never differentiated, so continuity of $g$ is enough.

**Above the cutoff.** For $w \ge W$,

$$m_k(w) = m_k(W) + \int_W^w s^k g(s)\,ds = m_k(W),$$

because $g$ vanishes above $W$. Inserting this into the moment form of the rate gives $r(w) = 2\pi(m_0 - m_1/w)$ for positive $w \ge W$. As $w \to \infty$ the second term vanishes and $r(w) \to 2\pi m_0$.

**Uniqueness.** If two continuous spectra $g_1$ and $g_2$ have the same rate at all positive frequencies, then the products of frequency and rate agree there, and so do their second derivatives. Hence $2\pi g_1(w) = 2\pi g_2(w)$ for every $w > 0$, and the spectra agree at all positive energies.

## Rate and moments as interval integrals

The Lean development follows the same route, with the partial moments carrying most of the argument.

```lean
import Mathlib

open Real Filter Topology

namespace OpticalScatteringRate

noncomputable section
```

The spectrum is a function `g : ℝ → ℝ`, and frequencies and energies are both real numbers, in keeping with $\hbar = 1$. The rate is the displayed formula, written with an interval integral from `0` to `w`.

```lean
/-- The zero-temperature optical scattering rate at frequency `w > 0` of electrons coupled to
bosons with spectrum `g`. -/
def scatteringRate (g : ℝ → ℝ) (w : ℝ) : ℝ :=
  2 * π / w * ∫ s in (0 : ℝ)..w, g s * (w - s)
```

The definition puts no condition on `g`. Continuity, sign and cutoff enter as hypotheses of the theorems that need them. Values of `g` at negative energies play no part in the rate at positive frequency.

```lean
/-- The `k`-th moment of the part of the spectrum `g` between energy zero and energy `w`. -/
def partialMoment (g : ℝ → ℝ) (k : ℕ) (w : ℝ) : ℝ :=
  ∫ s in (0 : ℝ)..w, s ^ k * g s
```

Here `partialMoment g k w` is $m_k(w)$. The full moments need no definition of their own: they are `partialMoment g 0 W` and `partialMoment g 1 W`.

The first lemma is the fundamental theorem of calculus for these integrals. `HasDerivAt f a w` says that `f` is differentiable at `w` with derivative `a`.

```lean
/-- Raising the upper energy `w` changes the `k`-th partial moment at the rate `w ^ k * g w`. -/
theorem hasDerivAt_partialMoment {g : ℝ → ℝ} (hg : Continuous g) (k : ℕ) (w : ℝ) :
    HasDerivAt (partialMoment g k) (w ^ k * g w) w := by
  have hc : Continuous fun s : ℝ => s ^ k * g s := by fun_prop
  exact (hc.integral_hasStrictDerivAt 0 w).hasDerivAt
```

The tactic `fun_prop` establishes that $s^k g(s)$ is continuous, and Mathlib's theorem on the derivative of an integral with respect to its upper limit does the rest.

## Splitting the weight

The next lemma is the moment form of the rate, valid for any nonzero `w`.

```lean
/-- The scattering rate at `w` expressed through the zeroth and first partial moments up to `w`. -/
theorem scatteringRate_eq {g : ℝ → ℝ} (hg : Continuous g) {w : ℝ} (hw : w ≠ 0) :
    scatteringRate g w = 2 * π * (partialMoment g 0 w - partialMoment g 1 w / w) := by
  have h0 : IntervalIntegrable (fun s : ℝ => w * (s ^ 0 * g s)) MeasureTheory.volume 0 w :=
    Continuous.intervalIntegrable (by fun_prop) _ _
  have h1 : IntervalIntegrable (fun s : ℝ => s ^ 1 * g s) MeasureTheory.volume 0 w :=
    Continuous.intervalIntegrable (by fun_prop) _ _
  -- split the weight `w - s`
  have h : ∫ s in (0 : ℝ)..w, g s * (w - s)
      = w * partialMoment g 0 w - partialMoment g 1 w := by
    unfold partialMoment
    rw [← intervalIntegral.integral_const_mul, ← intervalIntegral.integral_sub h0 h1]
    refine intervalIntegral.integral_congr fun s _ => ?_
    show g s * (w - s) = w * (s ^ 0 * g s) - s ^ 1 * g s
    ring
  have e : w * w⁻¹ = 1 := mul_inv_cancel₀ hw
  rw [scatteringRate, h]
  simp only [div_eq_mul_inv]
  linear_combination (2 * π * partialMoment g 0 w) * e
```

The facts `h0` and `h1` state that the two parts of the integrand are integrable, which is needed to write the integral of a difference as a difference of integrals. The intermediate result `h` is the identity

$$\int_0^w g(s)(w-s)\,ds = w\,m_0(w) - m_1(w),$$

where `ring` checks that the integrands agree. What remains is the division by `w`. The equation `e`, which says $w\,w^{-1} = 1$, is the only place where `w ≠ 0` is used, and `linear_combination` multiplies it by the coefficient that closes the goal.

## Derivatives at positive frequency

The slope $r'(w) = 2\pi m_1(w)/w^2$ comes next.

```lean
/-- The slope of the scattering rate at `w > 0` is `2π / w²` times the first partial moment. -/
theorem hasDerivAt_scatteringRate {g : ℝ → ℝ} (hg : Continuous g) {w : ℝ} (hw : 0 < w) :
    HasDerivAt (scatteringRate g) (2 * π / w ^ 2 * partialMoment g 1 w) w := by
  have h := ((hasDerivAt_partialMoment hg 0 w).fun_sub
    ((hasDerivAt_partialMoment hg 1 w).fun_div (hasDerivAt_id' w) hw.ne')).const_mul (2 * π)
  have h' := h.congr_of_eventuallyEq (f₁ := scatteringRate g) (by
    filter_upwards [lt_mem_nhds hw] with x hx using scatteringRate_eq hg hx.ne')
  refine h'.congr_deriv ?_
  -- the two terms containing `g w` cancel
  have e : w ^ 2 * (w ^ 2)⁻¹ = 1 := mul_inv_cancel₀ (by positivity)
  simp only [div_eq_mul_inv]
  linear_combination (-(2 * π * g w)) * e
```

The term `h` differentiates the moment form with the rules for differences, quotients and constant multiples. That form equals the rate at nonzero frequencies, and a derivative at `w` depends only on values near `w`. Since all points close enough to a positive `w` are positive, `congr_of_eventuallyEq` transfers the derivative to the rate itself. The last lines carry out the cancellation of the two terms in $g(w)$.

The first derivative of $w\,r(w)$ is obtained in the same way.

```lean
/-- The slope of frequency times scattering rate at `w > 0` is `2π` times the spectral weight
between zero and `w`. -/
theorem hasDerivAt_mul_scatteringRate {g : ℝ → ℝ} (hg : Continuous g) {w : ℝ} (hw : 0 < w) :
    HasDerivAt (fun x => x * scatteringRate g x) (2 * π * partialMoment g 0 w) w := by
  have h := (((hasDerivAt_id' w).fun_mul (hasDerivAt_partialMoment hg 0 w)).fun_sub
    (hasDerivAt_partialMoment hg 1 w)).const_mul (2 * π)
  have h' := h.congr_of_eventuallyEq (f₁ := fun x => x * scatteringRate g x) (by
    filter_upwards [lt_mem_nhds hw] with x hx
    have e : x * x⁻¹ = 1 := mul_inv_cancel₀ hx.ne'
    rw [scatteringRate_eq hg hx.ne', div_eq_mul_inv]
    linear_combination (-(2 * π * partialMoment g 1 x)) * e)
  refine h'.congr_deriv ?_
  ring
```

In this proof `h` differentiates $2\pi(x\,m_0(x) - m_1(x))$, and the transfer step checks that this equals $x\,r(x)$ for positive $x$ near `w`. The final `ring` removes the terms $w\,g(w)$ that cancel in the hand computation.

The second derivative is expressed as the derivative of the function `deriv fun x => x * scatteringRate g x`.

```lean
/-- The second derivative of frequency times scattering rate at `w > 0` is `2π g(w)`. -/
theorem hasDerivAt_deriv_mul_scatteringRate {g : ℝ → ℝ} (hg : Continuous g) {w : ℝ}
    (hw : 0 < w) :
    HasDerivAt (deriv fun x => x * scatteringRate g x) (2 * π * g w) w := by
  have h := (hasDerivAt_partialMoment hg 0 w).const_mul (2 * π)
  have h' := h.congr_of_eventuallyEq (f₁ := deriv fun x => x * scatteringRate g x) (by
    filter_upwards [lt_mem_nhds hw] with x hx using (hasDerivAt_mul_scatteringRate hg hx).deriv)
  refine h'.congr_deriv ?_
  ring
```

Lean's `deriv` returns zero where a function is not differentiable, but the preceding lemma shows that $x\,r(x)$ is differentiable at every positive frequency, so near `w` it is the true first derivative. There it equals $2\pi m_0(x)$, and differentiating the zeroth partial moment gives $2\pi g(w)$. Neither the sign of the spectrum nor a cutoff is involved.

## The three properties together

The main theorem assumes that `g` is continuous (`hg`), that it is nonnegative at nonnegative energies (`hpos`) and that it vanishes at every energy above `W` (`hW`). Its conclusion joins the three statements made at the start. `MonotoneOn (scatteringRate g) (Set.Ioi 0)` says that $0 < w_1 \le w_2$ implies $r(w_1) \le r(w_2)$. The second part holds for all positive `w`, and the third for all positive `w` with `W ≤ w`.

```lean
/-- For a continuous spectrum, nonnegative at nonnegative energies and zero above `W`, the
scattering rate is nondecreasing in frequency, the second derivative of `w r(w)` is `2π g(w)`, and
at positive frequencies from `W` on the rate is `2π (m₀ - m₁ / w)` with `m₀`, `m₁` the moments
of the spectrum up to `W`. -/
theorem scatteringRate_main {g : ℝ → ℝ} {W : ℝ} (hg : Continuous g)
    (hpos : ∀ s, 0 ≤ s → 0 ≤ g s) (hW : ∀ s, W < s → g s = 0) :
    MonotoneOn (scatteringRate g) (Set.Ioi 0) ∧
    (∀ w, 0 < w → HasDerivAt (deriv fun x => x * scatteringRate g x) (2 * π * g w) w) ∧
    (∀ w, 0 < w → W ≤ w →
      scatteringRate g w = 2 * π * (partialMoment g 0 W - partialMoment g 1 W / w)) := by
  refine ⟨?_, fun w hw => hasDerivAt_deriv_mul_scatteringRate hg hw, fun w hw hWw => ?_⟩
  · -- the slope is a nonnegative multiple of the first partial moment
    refine monotoneOn_of_deriv_nonneg (convex_Ioi 0)
      (fun x hx => (hasDerivAt_scatteringRate hg hx).continuousAt.continuousWithinAt) ?_ ?_
    · rw [interior_Ioi]
      exact fun x hx =>
        (hasDerivAt_scatteringRate hg hx).differentiableAt.differentiableWithinAt
    · rw [interior_Ioi]
      intro x hx
      have hx' : 0 < x := hx
      rw [(hasDerivAt_scatteringRate hg hx').deriv]
      have hm : 0 ≤ partialMoment g 1 x :=
        intervalIntegral.integral_nonneg hx'.le
          fun s hs => mul_nonneg (pow_nonneg hs.1 1) (hpos s hs.1)
      positivity
  · -- above the cutoff the partial moments no longer change
    have hm : ∀ k : ℕ, partialMoment g k w = partialMoment g k W := by
      intro k
      have hc : Continuous fun s : ℝ => s ^ k * g s := by fun_prop
      have hz : ∫ s in W..w, s ^ k * g s = 0 := by
        rw [intervalIntegral.integral_of_le hWw]
        refine MeasureTheory.setIntegral_eq_zero_of_forall_eq_zero fun s hs => ?_
        rw [hW s hs.1, mul_zero]
      have ha := intervalIntegral.integral_add_adjacent_intervals
        (hc.intervalIntegrable (μ := MeasureTheory.volume) 0 W) (hc.intervalIntegrable W w)
      unfold partialMoment
      linarith
    rw [scatteringRate_eq hg hw.ne', hm 0, hm 1]
```

For monotonicity, the proof uses Mathlib's criterion for a function on a convex set: it must be continuous there, and differentiable with nonnegative derivative in the interior. The slope lemma supplies the first two conditions and the value of the derivative. The inequality `hm` states that the first partial moment is nonnegative, since its integrand is a product of two nonnegative factors, and `positivity` completes the sign argument. This is the only use of `hpos`.

The second part is the preceding lemma. In the third, `hz` shows that the integral from `W` to `w` vanishes, and `ha` joins the intervals from `0` to `W` and from `W` to `w`. Together they give $m_k(w) = m_k(W)$ for every `k`, and the moment form of the rate then yields the closed expression.

The hypotheses mark the limits of the model. Continuity leaves out a single sharp boson mode, whose spectrum is a delta function, and also a spectrum that drops abruptly to zero at its cutoff. The rate formula describes zero temperature and contains no impurity scattering, and its derivation from a microscopic Hamiltonian is not part of the development.

## The high-frequency limit

Under the same hypotheses the rate saturates at $2\pi m_0$, the total spectral weight at positive energies times $2\pi$.

```lean
/-- For such a spectrum the scattering rate tends at high frequency to `2π` times the spectral
weight up to `W`. -/
theorem tendsto_scatteringRate {g : ℝ → ℝ} {W : ℝ} (hg : Continuous g)
    (hpos : ∀ s, 0 ≤ s → 0 ≤ g s) (hW : ∀ s, W < s → g s = 0) :
    Tendsto (scatteringRate g) atTop (𝓝 (2 * π * partialMoment g 0 W)) := by
  have hd : Tendsto (fun w : ℝ => partialMoment g 1 W / w) atTop (𝓝 0) :=
    tendsto_const_nhds.div_atTop tendsto_id
  have h := (hd.const_sub (partialMoment g 0 W)).const_mul (2 * π)
  rw [sub_zero] at h
  refine h.congr' ?_
  filter_upwards [eventually_gt_atTop 0, eventually_ge_atTop W] with w hw hWw
  exact ((scatteringRate_main hg hpos hW).2.2 w hw hWw).symm
```

`Tendsto … atTop (𝓝 …)` is the statement of a limit as the frequency grows without bound. The fact `hd` says that $m_1/w$ tends to zero, and `h` builds the limit of $2\pi(m_0 - m_1/w)$ from it. This expression equals the rate once `w` is both positive and at least `W`, which is all that a limit at infinity requires.

## One rate, one spectrum

The last theorem states that the rate determines the spectrum. It takes two continuous functions `g₁` and `g₂` whose rates agree at every positive frequency and concludes that `g₁ w = g₂ w` for every positive `w`. It needs no sign condition and no cutoff, but it does need the rates to agree exactly and on the whole positive axis, so it gives no error bound for noisy or sampled data.

The proof first records in `he` that the two products of frequency and rate coincide near `w`. Their first derivatives then coincide near `w` as well, which is `he.deriv`. Since a function has at most one derivative at a point, the second derivatives $2\pi g_1(w)$ and $2\pi g_2(w)$ are equal, and the nonzero factor $2\pi$ is cancelled.

```lean
/-- Two continuous spectra with the same scattering rate at all positive frequencies agree at all
positive energies. -/
theorem spectrum_unique {g₁ g₂ : ℝ → ℝ} (h₁ : Continuous g₁) (h₂ : Continuous g₂)
    (h : ∀ w, 0 < w → scatteringRate g₁ w = scatteringRate g₂ w) {w : ℝ} (hw : 0 < w) :
    g₁ w = g₂ w := by
  have he : (fun x => x * scatteringRate g₁ x) =ᶠ[𝓝 w] fun x => x * scatteringRate g₂ x := by
    filter_upwards [lt_mem_nhds hw] with x hx
    rw [h x hx]
  -- equal rates have equal second derivatives
  have hu := (hasDerivAt_deriv_mul_scatteringRate h₁ hw).unique
    ((hasDerivAt_deriv_mul_scatteringRate h₂ hw).congr_of_eventuallyEq he.deriv)
  have hp : 2 * π ≠ 0 := by positivity
  exact mul_left_cancel₀ hp hu

end

end OpticalScatteringRate
```

```lean
#print axioms OpticalScatteringRate.scatteringRate_main
#print axioms OpticalScatteringRate.tendsto_scatteringRate
#print axioms OpticalScatteringRate.spectrum_unique
```

```
'OpticalScatteringRate.scatteringRate_main' depends on axioms: [propext, Classical.choice, Quot.sound]
'OpticalScatteringRate.tendsto_scatteringRate' depends on axioms: [propext, Classical.choice, Quot.sound]
'OpticalScatteringRate.spectrum_unique' depends on axioms: [propext, Classical.choice, Quot.sound]
```
